# Continuous free energies on a compact set with equal Legendre transforms agree at every state that is the sole maximizer at some slope

Take a free energy \(f(y)=c(1-y^2)\) for an order parameter \(y\) between \(-1\) and \(1\): two phases at the ends, and a barrier of height \(c\ge 0\) between them. When I go over to the conjugate field \(p\), I compute

\[
f^*(p)=\max_{-1\le y\le 1}\,[\,p\,y-f(y)\,]=|p| ,
\]

whatever \(c\) is. The barrier has vanished from the transform. I know that a convex function can be recovered by transforming back, but my free energy isn't convex. If someone hands me only \(f^*\), is there any state at which I can still trust the value of \(f\), or could another non-convex free energy with the same transform differ from mine everywhere?

## A state selected alone by some field keeps its free energy

It can't differ everywhere. In your example the field \(p=1\) selects the end \(y=1\) and no other state, and any continuous \(g\) on \([-1,1]\) with transform \(|p|\) must satisfy \(g(1)=f(1)=0\). The same holds for any continuous \(f\) and \(g\) on a compact set of states \(K\): if their transforms are equal at every slope, they agree at each state that is the only maximizer for \(f\) at some slope. Neither function has to be convex.

Here \(p\) is a field or chemical potential, not a pressure, and the usual thermodynamic potential \(\min_y[f(y)-p\,y]\) is \(-f^*(p)\). A maximizer of \(p\,y-f(y)\) is therefore an equilibrium state at field \(p\).

## Tilting the field exposes a false maximizer

Let states and slopes be vectors with inner product \(\langle p,y\rangle\), which on the line is \(p\,y\). Let \(x\) be the sole maximizer for \(f\) at \(p\), and write \(M=\langle p,x\rangle-f(x)=f^*(p)\). Since \(K\) is compact and \(g\) is continuous, some \(y\) in \(K\) attains \(g^*(p)\), and equality of the transforms gives

\[
\langle p,y\rangle-g(y)=M .
\]

Suppose \(y\ne x\). Put \(v=y-x\), so that \(\langle v,y\rangle-\langle v,x\rangle=\|v\|^2>0\), and tilt the slope to \(p+tv\) with \(t>0\). Let \(z\) maximize the tilted problem for \(f\). Using \(y\) as a trial state for \(g\),

\[
\langle p,z\rangle-f(z)+t\langle v,z\rangle=f^*(p+tv)=g^*(p+tv)\ \ge\ M+t\langle v,y\rangle .
\]

Because \(\langle p,z\rangle-f(z)\le M\), this forces \(\langle v,z\rangle\ge\langle v,y\rangle\): the state \(z\) lies in the half-space beyond \(y\).

The part of \(K\) in that half-space is compact, contains \(y\) and doesn't contain \(x\). The untilted objective for \(f\) therefore has a maximum there of \(M-\delta\) with \(\delta>0\). With \(W=\max_K\langle v,\cdot\rangle\), the displayed inequality becomes

\[
M+t\langle v,y\rangle\le M-\delta+tW,\qquad\text{so}\qquad \delta\le t\,(W-\langle v,y\rangle).
\]

Neither \(\delta\) nor \(W\) depends on \(t\), so a small enough \(t\) violates this. Hence \(y=x\). Then \(\langle p,x\rangle-g(x)=M=\langle p,x\rangle-f(x)\), which gives \(g(x)=f(x)\). Since every maximizer for \(g\) at \(p\) is \(x\), it is the sole one for \(g\) too.

Two continuous functions that agree on a set also agree at its limit points in \(K\). This matters for phase coexistence. For \(f(y)=(y^2-1)^2\) on \([-2,2]\), the coexisting states \(y=\pm1\) tie at \(p=0\) and are maximizers at no other slope, so neither is ever the sole one. Each is a limit of states that are, and so its value is retained.

For your barrier, \(p\,y-c(1-y^2)\le p\,y\le|p|\), with equality throughout at \(y=1\) if \(p\ge0\) and at \(y=-1\) if \(p\le0\). Two heights \(c\ne d\) give functions that differ by \((c-d)(1-y^2)\), which is nonzero at every interior point. At \(p=1\), any \(y<1\) gives at most \(y\), which is below the value \(1\) reached at the end.

The limit \(c=0\) shows why being *a* maximizer isn't enough. The flat function \(f=0\) is convex, and at \(p=0\) every interior state is a maximizer, but a barrier of positive height has the same transform and different interior values.

## The statements in Lean

`E` is a real inner product space of any dimension, `K` is the set of allowed states, and `inner ℝ p y` is \(\langle p,y\rangle\). The functions are defined on all of `E`, but only their values on `K` enter. `conjugate K f p` is \(f^*(p)\), written as a supremum. `IsSoleMaximizer K f p x` says that \(x\) lies in \(K\) and that every other state of \(K\) gives a strictly smaller value of \(\langle p,y\rangle-f(y)\).

- `value_retained` assumes that \(K\) is compact, that \(f\) and \(g\) are continuous on it, that their conjugates are equal at every slope (`hfg`), and that \(x\) is the sole maximizer for \(f\) at \(p\). It concludes that \(g(x)=f(x)\) and that \(x\) is the sole maximizer for \(g\) at \(p\).
- `retained_on_closure` extends the equality of values to the closure of the set of all such states.
- `value_retained_interval` is the equality of values for \(K=[a,b]\), with the suprema and products written out.
- `barrier_height_lost` states the three facts about your example: equal conjugates, different values at every interior point, and the end \(1\) as sole maximizer at slope \(1\).

A finite list of compounds is a compact set, so `value_retained` also applies to formation energies on a composition diagram, with one energy per composition: the transform fixes the energies at the vertices of the lower convex hull.

The hypotheses leave one step to the physics, namely that the potential you measure or compute is \(-f^*\). For a finite system at temperature \(T>0\) the exact potential is \(-k_BT\) times the logarithm of the partition function, which also contains fluctuations of the order parameter \(y\) about its equilibrium value. If \(f\) is the exact free energy at fixed \(y\), their contribution per particle usually vanishes in the thermodynamic limit. With short-range interactions the exact free energy per volume is convex in that limit, so a barrier that a calculation shows in that limit comes from an approximation or a constraint, such as mean-field theory or an order parameter kept uniform.

```lean
import Mathlib

open Set

namespace LegendreRetention

variable {E : Type*} [NormedAddCommGroup E] [InnerProductSpace ℝ E]

/-- The Legendre-Fenchel conjugate of `f` over the set of states `K`: the supremum of
`⟨p, y⟩ - f y` over `y` in `K`, meant for nonempty `K` on which this expression is
bounded above. -/
noncomputable def conjugate (K : Set E) (f : E → ℝ) (p : E) : ℝ :=
  sSup ((fun y => inner ℝ p y - f y) '' K)

/-- The state `x` in `K` is the only maximizer of `⟨p, y⟩ - f y` over `y` in `K`. -/
def IsSoleMaximizer (K : Set E) (f : E → ℝ) (p x : E) : Prop :=
  x ∈ K ∧ ∀ y ∈ K, y ≠ x → inner ℝ p y - f y < inner ℝ p x - f x

/-- For `f` continuous on a set `K`, the tilted function `⟨p, y⟩ - f y` is continuous on `K`. -/
theorem continuousOn_tilt {K : Set E} {f : E → ℝ} (hf : ContinuousOn f K) (p : E) :
    ContinuousOn (fun y => inner ℝ p y - f y) K := by
  have h : Continuous (fun y : E => inner ℝ p y) := by fun_prop
  exact h.continuousOn.sub hf

/-- The Fenchel-Young inequality: for `f` continuous on a compact set `K`, every state `y` in
`K` satisfies `⟨p, y⟩ - f y ≤ f*(p)`. -/
theorem le_conjugate {K : Set E} {f : E → ℝ} (hK : IsCompact K) (hf : ContinuousOn f K)
    (p : E) {y : E} (hy : y ∈ K) : inner ℝ p y - f y ≤ conjugate K f p :=
  le_csSup (hK.bddAbove_image (continuousOn_tilt hf p)) ⟨y, hy, rfl⟩

/-- For `f` continuous on a nonempty compact set `K`, the supremum in the conjugate is attained
at some state of `K`. -/
theorem exists_maximizer {K : Set E} {f : E → ℝ} (hK : IsCompact K) (hne : K.Nonempty)
    (hf : ContinuousOn f K) (p : E) :
    ∃ y ∈ K, inner ℝ p y - f y = conjugate K f p := by
  obtain ⟨y, hy, h⟩ := hK.exists_sSup_image_eq hne (continuousOn_tilt hf p)
  exact ⟨y, hy, h.symm⟩

/-- Let `f` and `g` be continuous on a compact set with equal conjugates at every slope. If `x`
is the sole maximizer for `f` at slope `p`, then every maximizer for `g` at `p` is `x`. -/
theorem maximizer_eq {K : Set E} {f g : E → ℝ} (hK : IsCompact K)
    (hf : ContinuousOn f K) (hg : ContinuousOn g K)
    (hfg : ∀ q, conjugate K f q = conjugate K g q) {p x y : E}
    (hx : IsSoleMaximizer K f p x) (hyK : y ∈ K)
    (hy : inner ℝ p y - g y = conjugate K g p) : y = x := by
  by_contra hne
  obtain ⟨v, hvdef⟩ : ∃ v, v = y - x := ⟨_, rfl⟩
  have hv : inner ℝ v x < inner ℝ v y := by
    have h0 : 0 < ‖v‖ := norm_pos_iff.mpr (by rw [hvdef]; exact sub_ne_zero.mpr hne)
    have h1 : 0 < inner ℝ v (y - x) := by
      rw [← hvdef, real_inner_self_eq_norm_sq]
      positivity
    rw [inner_sub_right] at h1
    linarith
  have hcv : Continuous (fun z : E => inner ℝ v z) := by fun_prop
  -- the best value of the objective in the half-space beyond y has a gap to the maximum
  have hH : IsCompact (K ∩ {z | inner ℝ v y ≤ inner ℝ v z}) :=
    hK.inter_right (isClosed_le continuous_const hcv)
  obtain ⟨m, hm, hmax⟩ := hH.exists_isMaxOn ⟨y, hyK, le_refl (inner ℝ v y)⟩
    ((continuousOn_tilt hf p).mono inter_subset_left)
  have hmx : m ≠ x := by
    intro h
    have h2 : inner ℝ v y ≤ inner ℝ v m := hm.2
    rw [h] at h2
    linarith
  have hgap := hx.2 m hm.1 hmx
  obtain ⟨w, hw, hwmax⟩ := hK.exists_isMaxOn ⟨y, hyK⟩ hcv.continuousOn
  have hwy : inner ℝ v y ≤ inner ℝ v w := isMaxOn_iff.mp hwmax y hyK
  -- a tilt too small to make up for the gap
  have hsmall : ∀ C d : ℝ, 0 ≤ C → 0 < d → ∃ t, 0 < t ∧ t * C < d := by
    intro C d hC hd
    refine ⟨d / (C + 1), by positivity, ?_⟩
    rw [div_mul_eq_mul_div, div_lt_iff₀ (by linarith)]
    nlinarith
  obtain ⟨t, ht, htC⟩ := hsmall (inner ℝ v w - inner ℝ v y)
    ((inner ℝ p x - f x) - (inner ℝ p m - f m)) (by linarith) (by linarith)
  obtain ⟨z, hz, hzq⟩ := exists_maximizer hK ⟨y, hyK⟩ hf (p + t • v)
  have hyq := le_conjugate hK hg (p + t • v) hyK
  rw [inner_add_left, real_inner_smul_left] at hzq hyq
  have hpx := le_conjugate hK hf p hx.1
  have e1 := hfg p
  have e2 := hfg (p + t • v)
  have hzx : inner ℝ p z - f z ≤ inner ℝ p x - f x := by
    rcases eq_or_ne z x with h | h
    · rw [h]
    · exact (hx.2 z hz h).le
  -- the tilted maximizer lies beyond y, which contradicts the gap
  have hzy : inner ℝ v y ≤ inner ℝ v z :=
    le_of_mul_le_mul_left (by linarith) ht
  have hzm : inner ℝ p z - f z ≤ inner ℝ p m - f m := isMaxOn_iff.mp hmax z ⟨hz, hzy⟩
  have hzw : inner ℝ v z ≤ inner ℝ v w := isMaxOn_iff.mp hwmax z hz
  have hb := mul_le_mul_of_nonneg_left hzw ht.le
  linarith

/-- Let `f` and `g` be continuous on a compact set with equal conjugates at every slope. If `x`
is the sole maximizer for `f` at some slope `p`, then `g x = f x`, and `x` is the sole maximizer
for `g` at `p` too. -/
theorem value_retained {K : Set E} {f g : E → ℝ} (hK : IsCompact K)
    (hf : ContinuousOn f K) (hg : ContinuousOn g K)
    (hfg : ∀ q, conjugate K f q = conjugate K g q) {p x : E}
    (hx : IsSoleMaximizer K f p x) : g x = f x ∧ IsSoleMaximizer K g p x := by
  obtain ⟨y, hyK, hy⟩ := exists_maximizer hK ⟨x, hx.1⟩ hg p
  have hyx := maximizer_eq hK hf hg hfg hx hyK hy
  rw [hyx] at hy
  obtain ⟨w, hwK, hw⟩ := exists_maximizer hK ⟨x, hx.1⟩ hf p
  have hwx : inner ℝ p w - f w ≤ inner ℝ p x - f x := by
    rcases eq_or_ne w x with h | h
    · rw [h]
    · exact (hx.2 w hwK h).le
  have hpx := le_conjugate hK hf p hx.1
  have e := hfg p
  refine ⟨by linarith, hx.1, fun z hz hzx => ?_⟩
  rw [hy]
  exact lt_of_le_of_ne (le_conjugate hK hg p hz)
    (fun h => hzx (maximizer_eq hK hf hg hfg hx hz h))

/-- Two functions continuous on a compact set with equal conjugates at every slope agree on the
closure of the set of states that are sole maximizers for `f` at some slope. -/
theorem retained_on_closure {K : Set E} {f g : E → ℝ} (hK : IsCompact K)
    (hf : ContinuousOn f K) (hg : ContinuousOn g K)
    (hfg : ∀ q, conjugate K f q = conjugate K g q) :
    EqOn g f (closure {x | ∃ p, IsSoleMaximizer K f p x}) := by
  have hs : closure {x | ∃ p, IsSoleMaximizer K f p x} ⊆ K := by
    refine closure_minimal ?_ hK.isClosed
    rintro x ⟨p, hp⟩
    exact hp.1
  refine EqOn.of_subset_closure ?_ (hg.mono hs) (hf.mono hs) subset_closure Subset.rfl
  rintro x ⟨p, hp⟩
  exact (value_retained hK hf hg hfg hp).1

/-- On the real line the pairing of slope and state is their product. -/
theorem inner_real (p y : ℝ) : inner ℝ p y = p * y := by
  simp [mul_comm]

/-- Let `f` and `g` be continuous on `[a, b]` with equal conjugates at every real slope. If `x`
is the unique maximizer of `p y - f y` over `[a, b]` for some `p`, then `g x = f x`. -/
theorem value_retained_interval {a b : ℝ} {f g : ℝ → ℝ}
    (hf : ContinuousOn f (Icc a b)) (hg : ContinuousOn g (Icc a b))
    (hfg : ∀ q : ℝ, sSup ((fun y => q * y - f y) '' Icc a b) =
      sSup ((fun y => q * y - g y) '' Icc a b))
    {p x : ℝ} (hx : x ∈ Icc a b)
    (hmax : ∀ y ∈ Icc a b, y ≠ x → p * y - f y < p * x - f x) : g x = f x := by
  refine (value_retained (p := p) isCompact_Icc hf hg ?_ ⟨hx, ?_⟩).1
  · intro q
    simp only [conjugate, inner_real]
    exact hfg q
  · intro y hy hyx
    simp only [inner_real]
    exact hmax y hy hyx

/-- The barrier `c (1 - y²)` on `[-1, 1]` has the conjugate `|p|` for every height `c ≥ 0`. -/
theorem conjugate_barrier {c : ℝ} (hc : 0 ≤ c) (p : ℝ) :
    conjugate (Icc (-1 : ℝ) 1) (fun y => c * (1 - y ^ 2)) p = |p| := by
  simp only [conjugate, inner_real]
  refine IsGreatest.csSup_eq ⟨?_, ?_⟩
  · -- the supremum is attained at an end of the interval
    rcases le_total 0 p with h | h
    · refine ⟨1, by norm_num, ?_⟩
      show p * 1 - c * (1 - 1 ^ 2) = |p|
      rw [abs_of_nonneg h]
      ring
    · refine ⟨-1, by norm_num, ?_⟩
      show p * (-1) - c * (1 - (-1) ^ 2) = |p|
      rw [abs_of_nonpos h]
      ring
  · rintro _ ⟨y, ⟨h1, h2⟩, rfl⟩
    show p * y - c * (1 - y ^ 2) ≤ |p|
    have hb : 0 ≤ c * (1 - y ^ 2) := mul_nonneg hc (by nlinarith)
    rcases le_total 0 p with h | h
    · rw [abs_of_nonneg h]
      nlinarith [mul_nonneg h (sub_nonneg.mpr h2)]
    · rw [abs_of_nonpos h]
      nlinarith [mul_nonneg (neg_nonneg.mpr h) (by linarith : (0 : ℝ) ≤ 1 + y)]

/-- Barriers on `[-1, 1]` of different heights `c, d ≥ 0` have equal conjugates at every slope
but differ at every interior point, while the endpoint `1` is the sole maximizer for the first
at slope `1`. -/
theorem barrier_height_lost {c d : ℝ} (hc : 0 ≤ c) (hd : 0 ≤ d) (hcd : c ≠ d) :
    (∀ p, conjugate (Icc (-1 : ℝ) 1) (fun y => c * (1 - y ^ 2)) p =
      conjugate (Icc (-1 : ℝ) 1) (fun y => d * (1 - y ^ 2)) p) ∧
    (∀ y ∈ Ioo (-1 : ℝ) 1, c * (1 - y ^ 2) ≠ d * (1 - y ^ 2)) ∧
    IsSoleMaximizer (Icc (-1 : ℝ) 1) (fun y => c * (1 - y ^ 2)) 1 1 := by
  refine ⟨fun p => by rw [conjugate_barrier hc, conjugate_barrier hd], ?_, by norm_num, ?_⟩
  · rintro y ⟨h1, h2⟩ h
    have hpos : 0 < 1 - y ^ 2 := by nlinarith
    exact hcd (mul_right_cancel₀ hpos.ne' h)
  · rintro y ⟨h1, h2⟩ hy
    simp only [inner_real]
    have hlt : y < 1 := lt_of_le_of_ne h2 hy
    have hb : 0 ≤ c * (1 - y ^ 2) := mul_nonneg hc (by nlinarith)
    linarith

end LegendreRetention
```

```lean
#print axioms LegendreRetention.retained_on_closure
#print axioms LegendreRetention.value_retained_interval
#print axioms LegendreRetention.barrier_height_lost
```

```
'LegendreRetention.retained_on_closure' depends on axioms: [propext, Classical.choice, Quot.sound]
'LegendreRetention.value_retained_interval' depends on axioms: [propext, Classical.choice, Quot.sound]
'LegendreRetention.barrier_height_lost' depends on axioms: [propext, Classical.choice, Quot.sound]
```

## From the tilt to the Lean proof

`continuousOn_tilt` gives continuity of the objective. From it and compactness, `le_conjugate` gets the bound that any trial state provides, and `exists_maximizer` gets a state that attains the supremum.

The tilting argument is `maximizer_eq`. It starts with `by_contra`, and `hv` records \(\langle v,x\rangle<\langle v,y\rangle\). The compact half-space part of \(K\) is `hH`; its best state is `m`, and `hgap` says that `m` falls short of `x`, so \(\delta\) is the difference of their objectives. The state `w` attains \(W\). The auxiliary claim `hsmall` supplies the tilt, taking \(t=\delta/(C+1)\) with \(C=W-\langle v,y\rangle\ge0\), which also works when \(C=0\). The tilted maximizer is `z`, and `hzy` places it beyond \(y\) after division by \(t>0\). The last `linarith` combines the inequalities into the contradiction \(\delta\le tC<\delta\).

`value_retained` takes a maximizer for \(g\), identifies it with \(x\) by `maximizer_eq`, and compares the two maximal values. For the strict inequality at any other state, it combines the bound from `le_conjugate` with the fact that a tie would make that state a maximizer, hence equal to \(x\).

In `retained_on_closure`, closedness of \(K\) keeps the closure inside the region where both functions are continuous, and `EqOn.of_subset_closure` carries the equality to the limit points. The interval version rewrites the inner product as a product by `inner_real`. `conjugate_barrier` shows that \(|p|\) is attained at an end and bounds all other values, with the two signs of \(p\) treated separately.

## A window of fields is enough

The derivation compares the transforms only at \(p\) and at \(p+tv\), where \(t\) may be as small as you like. The same argument therefore works if \(f^*\) and \(g^*\) are known to be equal only in some neighbourhood of \(p\), a weaker assumption than the `hfg` of the Lean theorem. Take a mean-field model with a continuous free energy on a closed composition interval, and suppose that its potential \(-f^*\) is known over an open window of chemical potentials. That potential fixes the free energy of each composition that is the sole equilibrium state somewhere in the window. As your example shows, it need not fix the barrier between two coexisting ones.
